# Triplet stability implies singlet stability for real closed-shell Hartree–Fock orbitals with a positive semidefinite interaction

After a closed-shell Hartree–Fock calculation with real orbitals has converged, a stability analysis looks for negative eigenvalues of the triplet stability matrix. If there are none and the interaction is positive semidefinite, the singlet matrix has none either and needs no diagonalisation of its own. The converged solution is then stable to second order against all real spin-conserving orbital rotations, whether or not the two spins keep the same orbitals.

## The direct term separates the two matrices

Convergence makes the energy stationary, but the stationary point may be a saddle. To decide, one mixes each occupied orbital φ_i with virtual orbitals φ_a by small real amplitudes z_ia and examines the second-order energy change. If both spins rotate alike, the singlet matrix S governs this change. If they rotate oppositely, the triplet matrix T does.

Let the orbitals live on finitely many grid points x, with interaction kernel V(x,y), and write

(pq|rs) = Σ_x Σ_y p(x) q(x) V(x,y) r(y) s(y).

With orbital energies e_i and e_a, the matrices are

T(ia,jb) = (e_a − e_i) δ_ij δ_ab − (ij|ab) − (ib|ja)

S(ia,jb) = T(ia,jb) + 4(ia|jb).

For any amplitudes z, define ρ(x) = 2 Σ_ia z_ia φ_i(x) φ_a(x). This is the first-order change in the density of one spin. Then

zᵀSz − zᵀTz = 4 Σ_ia Σ_jb z_ia (ia|jb) z_jb = Σ_x Σ_y ρ(x) V(x,y) ρ(y) ≥ 0.

The last step is the positivity of V: no real charge distribution has a negative interaction energy with itself, as holds for Coulomb repulsion in continuous space. Hence zᵀTz ≤ zᵀSz, and if the left side is never negative, neither is the right. When the spins rotate oppositely, their first-order density changes cancel and this repulsion is absent.

## Independent rotations of the two spins

Now let up and down electrons have separate amplitudes u and d, as in unrestricted Hartree–Fock (UHF) theory. With K(ia,jb) = (ia|jb), the equal-spin blocks of the stability matrix are T + 2K and the opposite-spin blocks are 2K. Since S = T + 4K, these are (S + T)/2 and (S − T)/2. Twice the quadratic form Q(u,d) is therefore

2Q(u,d) = uᵀ(S + T)u + dᵀ(S + T)d + uᵀ(S − T)d + dᵀ(S − T)u
= (u + d)ᵀS(u + d) + (u − d)ᵀT(u − d).

If T is stable, so is S, and both terms are nonnegative. Conversely, setting u = w and d = −w gives 2Q(w,−w) = 4wᵀTw, so stability against unrestricted rotations forces T to be stable.

## A dimer that is stable in only one channel

The half-filled Hubbard dimer has hopping t and on-site repulsion U. Its occupied orbital is (1,1)/√2 and its virtual orbital (1,−1)/√2, with energies U/2 − t and U/2 + t. Each integral in S and T contains both orbitals twice and equals U(1/4 + 1/4) = U/2. Thus

S = 2t + 4(U/2) − U/2 − U/2 = 2t + U
T = 2t − U/2 − U/2 = 2t − U.

For U > 2t > 0 the singlet number is positive and the triplet number negative, so singlet stability does not imply triplet stability.

## Orbitals, integrals and matrices in Lean

```lean
import Mathlib

open Matrix

namespace HartreeFockStability

noncomputable section

/-- Data of a closed-shell reference on a grid `X`: the interaction kernel, the real occupied
and virtual orbitals, and their orbital energies. -/
structure Reference (X I A : Type*) where
  V : Matrix X X ℝ
  occ : I → X → ℝ
  vir : A → X → ℝ
  eOcc : I → ℝ
  eVir : A → ℝ
```

The types `X`, `I` and `A` label grid points, occupied orbitals and virtual orbitals; `A` is an index type, not the matrix A of response theory. `Reference` imposes no orthonormality and no Hartree–Fock equations, so the inequalities hold for any real orbitals and orbital energies, provided the kernel is positive semidefinite.

```lean
variable {X I A : Type*} [Fintype X] [Fintype I] [Fintype A] [DecidableEq I] [DecidableEq A]

/-- The two-electron integral `(pq|rs)`: the density `p q` interacting with the density `r s`. -/
def eri (V : Matrix X X ℝ) (p q r s : X → ℝ) : ℝ :=
  ∑ x, ∑ y, p x * q x * V x y * (r y * s y)
```

All three index types are finite. `eri` uses the charge-density order of the integrals above: its first two orbitals share the point `x`, its last two the point `y`.

```lean
/-- The singlet stability matrix
`(e_a - e_i) δ + 4 (ia|jb) - (ij|ab) - (ib|ja)` for real orbital rotations. -/
def singlet (R : Reference X I A) : Matrix (I × A) (I × A) ℝ :=
  Matrix.of fun k l =>
    (if k = l then R.eVir k.2 - R.eOcc k.1 else 0)
      + 4 * eri R.V (R.occ k.1) (R.vir k.2) (R.occ l.1) (R.vir l.2)
      - eri R.V (R.occ k.1) (R.occ l.1) (R.vir k.2) (R.vir l.2)
      - eri R.V (R.occ k.1) (R.vir l.2) (R.occ l.1) (R.vir k.2)

/-- The triplet stability matrix `(e_a - e_i) δ - (ij|ab) - (ib|ja)` for real orbital
rotations. -/
def triplet (R : Reference X I A) : Matrix (I × A) (I × A) ℝ :=
  Matrix.of fun k l =>
    (if k = l then R.eVir k.2 - R.eOcc k.1 else 0)
      - eri R.V (R.occ k.1) (R.occ l.1) (R.vir k.2) (R.vir l.2)
      - eri R.V (R.occ k.1) (R.vir l.2) (R.occ l.1) (R.vir k.2)
```

An index `k : I × A` is a pair (i,a), with `k.1` the occupied and `k.2` the virtual label; `l` plays the part of (j,b).

```lean
/-- The spin-resolved (UHF) stability matrix for real spin-conserving rotations: the direct
term `2 (ia|jb)` couples all spins, the other terms act only between equal spins. -/
def unrestricted (R : Reference X I A) : Matrix (Bool × (I × A)) (Bool × (I × A)) ℝ :=
  Matrix.of fun k l =>
    (if k.1 = l.1 then
      (if k.2 = l.2 then R.eVir k.2.2 - R.eOcc k.2.1 else 0)
        - eri R.V (R.occ k.2.1) (R.occ l.2.1) (R.vir k.2.2) (R.vir l.2.2)
        - eri R.V (R.occ k.2.1) (R.vir l.2.2) (R.occ l.2.1) (R.vir k.2.2)
      else 0)
      + 2 * eri R.V (R.occ k.2.1) (R.vir k.2.2) (R.occ l.2.1) (R.vir l.2.2)
```

Here a `Bool` is added to the index for spin, with `true` read as up and `false` as down. Both spins share the spatial orbitals of the closed-shell reference.

These matrices are written down as definitions. The step left to physics is their identification with the second-order energy change, which requires orthonormal canonical orbitals at a stationary point of the Hartree–Fock energy. Complex rotations and rotations that mix up with down spin are absent, and stability to second order does not establish a global minimum.

```lean
/-- The quadratic form of a stability matrix `M` at the rotation amplitudes `z`. -/
def quad {K : Type*} [Fintype K] (M : Matrix K K ℝ) (z : K → ℝ) : ℝ :=
  ∑ k, ∑ l, z k * M k l * z l

/-- Stability: the quadratic form is nonnegative for all rotation amplitudes. -/
def Stable {K : Type*} [Fintype K] (M : Matrix K K ℝ) : Prop :=
  ∀ z : K → ℝ, 0 ≤ quad M z
```

`quad M z` is zᵀMz, without a factor 1/2. `Stable` admits zero modes, whereas some texts reserve the word for strictly positive forms. For a symmetric kernel the matrices are symmetric, and `Stable` means that there is no negative eigenvalue.

## Positivity passes from the kernel to the difference

```lean
/-- For a positive semidefinite kernel, the singlet minus the triplet stability matrix is
positive semidefinite. -/
theorem singlet_sub_triplet_posSemidef (R : Reference X I A) (hV : R.V.PosSemidef) :
    (singlet R - triplet R).PosSemidef := by
  -- the difference is the kernel sandwiched between orbital-product densities
  let D : Matrix (I × A) X ℝ := Matrix.of fun k x => 2 * (R.occ k.1 x * R.vir k.2 x)
  have hD : singlet R - triplet R = D * R.V * Dᴴ := by
    ext k l
    have h4 : (singlet R - triplet R) k l
        = 4 * eri R.V (R.occ k.1) (R.vir k.2) (R.occ l.1) (R.vir l.2) := by
      simp only [Matrix.sub_apply, singlet, triplet, Matrix.of_apply]
      ring
    rw [h4]
    simp only [eri, Matrix.mul_apply, Matrix.conjTranspose_apply, star_trivial, D,
      Matrix.of_apply, Finset.sum_mul, Finset.mul_sum]
    rw [Finset.sum_comm]
    refine Finset.sum_congr rfl fun y _ => Finset.sum_congr rfl fun x _ => ?_
    ring
  rw [hD]
  exact hV.mul_mul_conjTranspose_same D
```

The hypothesis `hV` says that the kernel is symmetric and has a nonnegative quadratic form; the conclusion says the same of S − T. The matrix `D` holds the products 2φ_i(x)φ_a(x). In `hD`, the step `h4` cancels the common terms and leaves 4(ia|jb), after which the sums are rearranged into D V Dᵀ. The conjugate transpose `Dᴴ` is the ordinary transpose for real entries. Mathlib's lemma that such a product inherits positivity finishes the proof.

```lean
/-- For a positive semidefinite kernel, the triplet quadratic form never exceeds the singlet
one at the same amplitudes. -/
theorem triplet_le_singlet (R : Reference X I A) (hV : R.V.PosSemidef) (z : I × A → ℝ) :
    quad (triplet R) z ≤ quad (singlet R) z := by
  have h := (singlet_sub_triplet_posSemidef R hV).dotProduct_mulVec_nonneg z
  have e : star z ⬝ᵥ (singlet R - triplet R) *ᵥ z
      = quad (singlet R) z - quad (triplet R) z := by
    simp only [dotProduct, Matrix.mulVec, Pi.star_apply, star_trivial, quad,
      Finset.mul_sum, ← Finset.sum_sub_distrib, Matrix.sub_apply]
    refine Finset.sum_congr rfl fun k _ => Finset.sum_congr rfl fun l _ => ?_
    ring
  rw [e] at h
  linarith
```

This is zᵀTz ≤ zᵀSz for every amplitude vector. The equation `e` expands the form of the difference into the difference of the forms, and `linarith` rearranges the inequality.

```lean
/-- For a positive semidefinite kernel, triplet stability implies singlet stability. -/
theorem singlet_stable_of_triplet_stable (R : Reference X I A) (hV : R.V.PosSemidef)
    (hT : Stable (triplet R)) : Stable (singlet R) :=
  fun z => (hT z).trans (triplet_le_singlet R hV z)
```

Stability of the triplet matrix gives 0 ≤ zᵀTz, and the preceding inequality continues the chain to zᵀSz.

## Sum and difference of the spin amplitudes

```lean
/-- Spin adaptation: twice the spin-resolved form is the singlet form of the sum of the up and
down amplitudes plus the triplet form of their difference. -/
theorem spin_adaptation (R : Reference X I A) (z : Bool × (I × A) → ℝ) :
    2 * quad (unrestricted R) z
      = quad (singlet R) (fun k => z (true, k) + z (false, k))
        + quad (triplet R) (fun k => z (true, k) - z (false, k)) := by
  have same : ∀ (σ : Bool) (k l : I × A),
      2 * unrestricted R (σ, k) (σ, l) = singlet R k l + triplet R k l := by
    intro σ k l
    simp only [unrestricted, singlet, triplet, Matrix.of_apply, if_true]
    ring
  have opp : ∀ (σ τ : Bool) (k l : I × A), σ ≠ τ →
      2 * unrestricted R (σ, k) (τ, l) = singlet R k l - triplet R k l := by
    intro σ τ k l h
    simp only [unrestricted, singlet, triplet, Matrix.of_apply, if_neg h]
    ring
  -- split off the spin sums only, keeping the pair index (i,a) whole
  have split : ∀ f : Bool × (I × A) → ℝ,
      ∑ p, f p = ∑ k, (f (true, k) + f (false, k)) := by
    intro f
    rw [Fintype.sum_prod_type, Fintype.sum_bool, Finset.sum_add_distrib]
  simp only [quad, split, ← Finset.sum_add_distrib, Finset.mul_sum]
  refine Finset.sum_congr rfl fun k _ => Finset.sum_congr rfl fun l _ => ?_
  linear_combination z (true, k) * z (true, l) * same true k l
    + z (false, k) * z (false, l) * same false k l
    + z (true, k) * z (false, l) * opp true false k l (by decide)
    + z (false, k) * z (true, l) * opp false true k l (by decide)
```

This identity needs no positivity of the kernel. The facts `same` and `opp` are the block relations 2(T + 2K) = S + T and 2(2K) = S − T. `split` writes out the sum over spin, and `linear_combination` adds the four spin blocks with their amplitudes, as in the expansion of 2Q(u,d).

```lean
/-- For a positive semidefinite kernel, the spin-resolved (UHF) stability matrix is stable exactly
when the triplet stability matrix is stable. -/
theorem unrestricted_stable_iff (R : Reference X I A) (hV : R.V.PosSemidef) :
    Stable (unrestricted R) ↔ Stable (triplet R) := by
  constructor
  · intro h w
    -- opposite amplitudes for the two spins isolate the triplet part
    let z : Bool × (I × A) → ℝ := fun p =>
      match p with
      | (true, k) => w k
      | (false, k) => -w k
    have e0 : (fun k => z (true, k) + z (false, k)) = fun _ => (0 : ℝ) := by
      funext k
      change w k + -w k = 0
      ring
    have e1 : (fun k => z (true, k) - z (false, k)) = fun k => 2 * w k := by
      funext k
      change w k - -w k = 2 * w k
      ring
    have q0 : quad (singlet R) (fun _ => (0 : ℝ)) = 0 := by simp [quad]
    have q1 : quad (triplet R) (fun k => 2 * w k) = 4 * quad (triplet R) w := by
      simp only [quad, Finset.mul_sum]
      refine Finset.sum_congr rfl fun k _ => Finset.sum_congr rfl fun l _ => ?_
      ring
    have hs := spin_adaptation R z
    rw [e0, e1, q0, q1] at hs
    linarith [h z]
  · intro hT z
    have hs := spin_adaptation R z
    linarith [singlet_stable_of_triplet_stable R hV hT (fun k => z (true, k) + z (false, k)),
      hT (fun k => z (true, k) - z (false, k))]
```

The statement is an equivalence between stability of the spin-resolved matrix and stability of the triplet matrix. In the forward direction `z` assigns `w` to up and `-w` to down; `e0` and `e1` compute the sum and difference, and `q0` and `q1` evaluate the two forms as 0 and 4wᵀTw. The backward direction applies the earlier implication to the singlet term. Only this direction uses `hV`.

## The dimer entries and the failed converse

```lean
/-- The half-filled Hubbard dimer with hopping `t` and on-site repulsion `U`, in its bonding
and antibonding orbitals. -/
def dimer (t U : ℝ) : Reference (Fin 2) Unit Unit where
  V := Matrix.diagonal fun _ => U
  occ := fun _ _ => √(1 / 2)
  vir := fun _ => ![√(1 / 2), -√(1 / 2)]
  eOcc := fun _ => U / 2 - t
  eVir := fun _ => U / 2 + t
```

`Fin 2` labels the two sites, and each `Unit` type holds a single orbital label. The diagonal kernel is the on-site repulsion.

```lean
/-- The single entries of the dimer's stability matrices are `2t + U` for the singlet and
`2t - U` for the triplet. -/
theorem dimer_entries (t U : ℝ) :
    singlet (dimer t U) ((), ()) ((), ()) = 2 * t + U ∧
      triplet (dimer t U) ((), ()) ((), ()) = 2 * t - U := by
  have key : ∀ p q r s : Fin 2 → ℝ, eri (dimer t U).V p q r s
      = U * (p 0 * q 0 * r 0 * s 0 + p 1 * q 1 * r 1 * s 1) := by
    intro p q r s
    simp [eri, dimer, Fin.sum_univ_two, Matrix.diagonal_apply]
    ring
  have o : ∀ x, (dimer t U).occ () x = √(1 / 2) := fun _ => rfl
  have v0 : (dimer t U).vir () 0 = √(1 / 2) := rfl
  have v1 : (dimer t U).vir () 1 = -√(1 / 2) := rfl
  have eo : (dimer t U).eOcc () = U / 2 - t := rfl
  have ev : (dimer t U).eVir () = U / 2 + t := rfl
  have h2 : √(1 / 2 : ℝ) ^ 2 = 1 / 2 := Real.sq_sqrt (by norm_num)
  have h4 : √(1 / 2 : ℝ) ^ 4 = 1 / 4 := by
    calc √(1 / 2 : ℝ) ^ 4 = (√(1 / 2 : ℝ) ^ 2) ^ 2 := by rw [← pow_mul]
      _ = 1 / 4 := by rw [h2]; norm_num
  constructor
  · simp only [singlet, Matrix.of_apply, key, o, v0, v1, eo, ev, if_true]
    linear_combination 4 * U * h4
  · simp only [triplet, Matrix.of_apply, key, o, v0, v1, eo, ev, if_true]
    linear_combination (-4 * U) * h4
```

The fact `key` reduces every integral to a sum over two sites, and `h4` supplies the fourth power of √(1/2), which is 1/4. The two `linear_combination` steps then give 2t + U and 2t − U.

The final theorem assumes t > 0 and U > 2t. It states that the kernel is positive semidefinite, that the singlet matrix is stable and that the triplet matrix is not. In its proof, `q` reduces the quadratic form to one entry times a squared amplitude; amplitude 1 exposes the negative triplet value.

```lean
/-- The converse fails: for `U > 2t > 0` the Hubbard dimer has a positive semidefinite kernel
and is singlet stable but not triplet stable. -/
theorem dimer_singlet_stable_not_triplet (t U : ℝ) (ht : 0 < t) (hU : 2 * t < U) :
    (dimer t U).V.PosSemidef ∧ Stable (singlet (dimer t U)) ∧
      ¬ Stable (triplet (dimer t U)) := by
  have q : ∀ (M : Matrix (Unit × Unit) (Unit × Unit) ℝ) (z : Unit × Unit → ℝ),
      quad M z = M ((), ()) ((), ()) * z ((), ()) ^ 2 := by
    intro M z
    simp only [quad, Fintype.sum_prod_type, Fintype.sum_unique]
    change z ((), ()) * M ((), ()) ((), ()) * z ((), ()) = _
    ring
  refine ⟨Matrix.posSemidef_diagonal_iff.2 fun _ => by linarith, fun z => ?_, fun h => ?_⟩
  · rw [q, (dimer_entries t U).1]
    have : 0 < 2 * t + U := by linarith
    positivity
  · have h1 := h fun _ => 1
    rw [q, (dimer_entries t U).2] at h1
    linarith

end

end HartreeFockStability
```

```lean
#print axioms HartreeFockStability.singlet_sub_triplet_posSemidef
#print axioms HartreeFockStability.unrestricted_stable_iff
#print axioms HartreeFockStability.dimer_singlet_stable_not_triplet
```

```
'HartreeFockStability.singlet_sub_triplet_posSemidef' depends on axioms: [propext, Classical.choice, Quot.sound]
'HartreeFockStability.unrestricted_stable_iff' depends on axioms: [propext, Classical.choice, Quot.sound]
'HartreeFockStability.dimer_singlet_stable_not_triplet' depends on axioms: [propext, Classical.choice, Quot.sound]
```

## Following a negative triplet eigenvalue

In a calculation on a molecule, the lowest triplet eigenvalue is usually found iteratively, from products of T with trial vectors, so T need not be stored. If the eigenvalue is negative, its eigenvector w supplies a starting point for a UHF calculation: the up orbitals are rotated along w and the down orbitals along −w. The singlet question is then still open; the sign of the lowest eigenvalue of S settles it.

For the dimer with t = 1 and U = 3, the singlet value is 5 and the triplet value −1. Rotating the up orbital by an angle θ and the down orbital by −θ moves up density towards one site and down density towards the other. The energy along this path is

E(θ) = −2 cos 2θ + (3/2) cos² 2θ.

It falls from −1/2 at the closed-shell solution, θ = 0, to −2/3 where cos 2θ = 2/3.
